# Unfolding Weights of a Unit State under a Finite Translation Group Are Non-negative and Sum to One

## Weights at the primitive wavevectors

After a supercell calculation for an alloy, unfolding the bands means giving each eigenstate a weight at every primitive-cell wavevector that folds onto the supercell wavevector. A useful check on the output is that the weights of each normalised state add up to one. This holds for one-particle states in a finite orthonormal basis on which the primitive translations act unitarily, whether or not the Hamiltonian has the primitive periodicity.

Let \(G\) be the finite abelian group of translations, written additively, and let \(T(g)\) be the unitary \(n\times n\) matrix of \(g\in G\), with \(T(g+h)=T(g)T(h)\). At the supercell's \(\Gamma\) point, \(G\) consists of the primitive translations modulo the supercell translations. For another supercell wavevector \(K\), with rational coordinates in the basis of the supercell's reciprocal lattice, \(G\) can be the primitive translations modulo the periods of a larger crystal, built from whole supercells, over which the Bloch states at \(K\) are periodic. For these states the wavevectors that do not fold onto \(K\) have weight zero, so the sum over all characters is the sum over those that do.

A character \(\chi\) assigns a phase to each translation, with \(\chi(g+h)=\chi(g)\chi(h)\). It plays the part of a wavevector: if \((T(R)\psi)(r)=\psi(r+R)\), then \(\chi(R)=e^{ik\cdot R}\). Define

\[
P_\chi=\frac1{|G|}\sum_{g\in G}\overline{\chi(g)}\,T(g),\qquad
w_\chi(\psi)=\langle\psi,P_\chi\psi\rangle .
\]

## Translations, characters and states in Lean

The homomorphism `T : Multiplicative G →* Matrix.unitaryGroup n ℂ` contains both physical assumptions, composition and unitarity; `Multiplicative` only rewrites the addition of translations as a product. In Lean `n` is the finite set of basis labels, and a state is a function `ψ : n → ℂ`. The characters are the elements of `AddChar G ℂ`, and `translation`, `blochProj` and `weight` are \(T(g)\), \(P_\chi\) and \(w_\chi\).

The theorems say the following.

- `blochProj_orthogonal_projector`: each \(P_\chi\) is Hermitian and idempotent.
- `translation_eq_sum` and `sum_blochProj`: \(T(g)=\sum_\chi\chi(g)P_\chi\), and the projectors sum to the identity.
- `autocorrelation_eq_sum`: \(\langle\psi,T(g)\psi\rangle=\sum_\chi\chi(g)w_\chi(\psi)\). This holds for every \(\psi\), normalised or not.
- `weight_distribution`: the weights of a unit state are non-negative and sum to one. Weights have type `ℂ`, where `0 ≤ weight T ψ χ` also says that the weight is real.
- `sum_weight_basis`: over an orthonormal basis, the weights at \(\chi\) sum to the rank of \(P_\chi\).
- `weight_eq_one_iff`: a unit state has weight one at \(\chi\) exactly when it is a Bloch state, \(T(g)\psi=\chi(g)\psi\) for all \(g\).

The inner product is the plain `star ψ ⬝ᵥ ψ`, so non-orthogonal orbitals with an overlap matrix are not covered. No Hamiltonian appears, and nothing is said about energies or about averages over alloy configurations.

## The group average is a projector

Since \(|\chi(h)|=1\), we have \(\overline{\chi(g)}=\chi(h)\overline{\chi(h+g)}\). Therefore

\[
T(h)P_\chi=\frac{1}{|G|}\sum_g\overline{\chi(g)}\,T(h+g)
=\frac{\chi(h)}{|G|}\sum_g\overline{\chi(h+g)}\,T(h+g)=\chi(h)P_\chi,
\]

because \(h+g\) runs over \(G\) when \(g\) does. Unitarity gives \(T(g)^\dagger=T(-g)\), so

\[
P_\chi^\dagger P_\chi=\frac1{|G|}\sum_g\chi(g)T(-g)P_\chi
=\frac1{|G|}\sum_g\chi(g)\chi(-g)P_\chi=P_\chi .
\]

The left side is Hermitian. Hence \(P_\chi^\dagger=P_\chi\), and then \(P_\chi^2=P_\chi\).

## Summing over characters

Let \(S(a)=\sum_\chi\chi(a)\). A finite abelian group has \(|G|\) characters, so \(S(0)=|G|\). If \(a\neq0\), some character \(\chi_0\) has \(\chi_0(a)\neq1\). Multiplying all characters by \(\chi_0\) permutes them, so \(S(a)=\chi_0(a)S(a)\) and \(S(a)=0\). With \(a=g-h\),

\[
\sum_\chi\chi(g)P_\chi
=\frac1{|G|}\sum_h\Bigl(\sum_\chi\chi(g)\overline{\chi(h)}\Bigr)T(h)=T(g).
\]

Taking expectation values gives the formula for \(\langle\psi,T(g)\psi\rangle\). At \(g=0\) the projectors sum to the identity, and the weights of a unit state sum to one. Each weight is non-negative because

\[
w_\chi(\psi)=\langle\psi,P_\chi^\dagger P_\chi\psi\rangle=\|P_\chi\psi\|^2 .
\]

## Complete bases and Bloch states

Put an orthonormal basis \(\psi_i\) into the columns of a matrix \(U\). Then \(U^\dagger U=UU^\dagger=1\), and

\[
\sum_i w_\chi(\psi_i)=\operatorname{tr}(U^\dagger P_\chi U)
=\operatorname{tr}(P_\chi UU^\dagger)=\operatorname{tr}P_\chi=\operatorname{rank}P_\chi .
\]

The last equality holds because a projector has eigenvalues 0 and 1 only.

If a unit state has \(w_\chi(\psi)=1\), then

\[
\|\psi-P_\chi\psi\|^2=1-1-1+1=0,
\]

so \(\psi=P_\chi\psi\) and \(T(g)\psi=T(g)P_\chi\psi=\chi(g)\psi\). Conversely, for a Bloch state every term \(\overline{\chi(g)}\langle\psi,T(g)\psi\rangle\) equals one, and so does their average.

## The Lean file for projectors and weights

```lean
import Mathlib

open Matrix
open scoped ComplexConjugate ComplexOrder

namespace BandUnfolding

noncomputable section

variable {G n : Type*} [AddCommGroup G] [Fintype G] [Fintype n] [DecidableEq n]

/-- The matrix by which the lattice translation `g` acts on the states of the supercell. -/
def translation (T : Multiplicative G →* Matrix.unitaryGroup n ℂ) (g : G) : Matrix n n ℂ :=
  (T (Multiplicative.ofAdd g) : Matrix n n ℂ)

/-- The group average of `conj (χ g) T(g)`, which selects the Bloch character `χ`. -/
def blochProj (T : Multiplicative G →* Matrix.unitaryGroup n ℂ) (χ : AddChar G ℂ) :
    Matrix n n ℂ :=
  (Fintype.card G : ℂ)⁻¹ • ∑ g, conj (χ g) • translation T g

/-- The number `⟨ψ, A ψ⟩`, as a linear functional of the matrix `A`. For a unit state `ψ` it is the
expectation value of `A`. -/
def expectation (ψ : n → ℂ) : Matrix n n ℂ →ₗ[ℂ] ℂ where
  toFun A := star ψ ⬝ᵥ (A *ᵥ ψ)
  map_add' A B := by rw [Matrix.add_mulVec, dotProduct_add]
  map_smul' c A := by rw [Matrix.smul_mulVec, dotProduct_smul, RingHom.id_apply]

/-- The unfolding weight `⟨ψ, P_χ ψ⟩` of the supercell state `ψ` at the character `χ`. -/
def weight (T : Multiplicative G →* Matrix.unitaryGroup n ℂ) (ψ : n → ℂ)
    (χ : AddChar G ℂ) : ℂ :=
  expectation ψ (blochProj T χ)

variable (T : Multiplicative G →* Matrix.unitaryGroup n ℂ)

omit [Fintype G] in
/-- Successive translations compose by matrix multiplication. -/
theorem translation_add (g h : G) :
    translation T (g + h) = translation T g * translation T h := by
  simp [translation, ofAdd_add]

omit [Fintype G] in
/-- The adjoint of a translation is the translation by the opposite vector. -/
theorem translation_conjTranspose (g : G) :
    (translation T g)ᴴ = translation T (-g) := by
  have h1 : (translation T g)ᴴ * translation T g = 1 :=
    Matrix.mem_unitaryGroup_iff'.1 (T (Multiplicative.ofAdd g)).2
  have h2 : translation T g * translation T (-g) = 1 := by
    rw [← translation_add, add_neg_cancel]
    simp [translation]
  calc (translation T g)ᴴ
      = (translation T g)ᴴ * (translation T g * translation T (-g)) := by rw [h2, mul_one]
    _ = translation T (-g) := by rw [← mul_assoc, h1, one_mul]

/-- A translation `h` multiplies everything in the range of `P_χ` by the phase `χ h`. -/
theorem translation_mul_blochProj (χ : AddChar G ℂ) (h : G) :
    translation T h * blochProj T χ = χ h • blochProj T χ := by
  unfold blochProj
  rw [Matrix.mul_smul, Finset.mul_sum, smul_comm]
  congr 1
  rw [Finset.smul_sum]
  -- shift the summation variable by `h`
  refine Fintype.sum_equiv (Equiv.addLeft h) _ _ fun g => ?_
  change translation T h * (conj (χ g) • translation T g)
    = χ h • conj (χ (h + g)) • translation T (h + g)
  rw [translation_add, Matrix.mul_smul, smul_smul]
  congr 1
  rw [← AddChar.map_neg_eq_conj, ← AddChar.map_neg_eq_conj, ← AddChar.map_add_eq_mul]
  congr 1
  abel

/-- Each `P_χ` is an orthogonal projector: Hermitian and idempotent. -/
theorem blochProj_orthogonal_projector (χ : AddChar G ℂ) :
    (blochProj T χ)ᴴ = blochProj T χ ∧ blochProj T χ * blochProj T χ = blochProj T χ := by
  have h : (blochProj T χ)ᴴ * blochProj T χ = blochProj T χ := by
    have e : (blochProj T χ)ᴴ
        = (Fintype.card G : ℂ)⁻¹ • ∑ g, χ g • translation T (-g) := by
      simp [blochProj, Matrix.conjTranspose_smul, Matrix.conjTranspose_sum,
        translation_conjTranspose]
    have s : ∀ g, (χ g • translation T (-g)) * blochProj T χ = blochProj T χ := by
      intro g
      rw [Matrix.smul_mul, translation_mul_blochProj, smul_smul, ← AddChar.map_add_eq_mul,
        add_neg_cancel, AddChar.map_zero_eq_one, one_smul]
    rw [e, Matrix.smul_mul, Finset.sum_mul]
    simp only [s, Finset.sum_const, Finset.card_univ]
    rw [← Nat.cast_smul_eq_nsmul ℂ, smul_smul,
      inv_mul_cancel₀ (Nat.cast_ne_zero.2 Fintype.card_ne_zero), one_smul]
  have h2 : (blochProj T χ)ᴴ = blochProj T χ := by
    calc (blochProj T χ)ᴴ = ((blochProj T χ)ᴴ * blochProj T χ)ᴴ := by rw [h]
      _ = (blochProj T χ)ᴴ * blochProj T χ := by
        rw [Matrix.conjTranspose_mul, Matrix.conjTranspose_conjTranspose]
      _ = blochProj T χ := h
  rw [h2] at h
  exact ⟨h2, h⟩

/-- Every translation is the sum of the projectors `P_χ` weighted by the phases `χ g`. -/
theorem translation_eq_sum (g : G) :
    translation T g = ∑ χ : AddChar G ℂ, χ g • blochProj T χ := by
  classical
  -- orthogonality of the characters, summed over the dual group
  have key : ∀ h : G, ∑ χ : AddChar G ℂ, χ g * conj (χ h)
      = if g - h = 0 then (Fintype.card G : ℂ) else 0 := by
    intro h
    rw [← AddChar.sum_apply_eq_ite]
    refine Finset.sum_congr rfl fun χ _ => ?_
    rw [← AddChar.map_neg_eq_conj, ← AddChar.map_add_eq_mul, sub_eq_add_neg]
  symm
  calc ∑ χ : AddChar G ℂ, χ g • blochProj T χ
      = (Fintype.card G : ℂ)⁻¹ •
          ∑ h, (∑ χ : AddChar G ℂ, χ g * conj (χ h)) • translation T h := by
        simp only [blochProj, Finset.smul_sum, Finset.sum_smul, smul_smul]
        rw [Finset.sum_comm]
        refine Finset.sum_congr rfl fun h _ => Finset.sum_congr rfl fun χ _ => ?_
        congr 1
        ring
    _ = translation T g := by
        simp only [key, sub_eq_zero, ite_smul, zero_smul, Finset.sum_ite_eq,
          Finset.mem_univ, if_true]
        rw [smul_smul, inv_mul_cancel₀ (Nat.cast_ne_zero.2 Fintype.card_ne_zero), one_smul]

/-- Completeness: the projectors of all characters sum to the identity. -/
theorem sum_blochProj : ∑ χ : AddChar G ℂ, blochProj T χ = 1 := by
  have h := translation_eq_sum T 0
  simpa [translation] using h.symm

/-- The overlap of a state with its translate by `g` is the Fourier sum of its weights. -/
theorem autocorrelation_eq_sum (ψ : n → ℂ) (g : G) :
    expectation ψ (translation T g) = ∑ χ : AddChar G ℂ, χ g * weight T ψ χ := by
  rw [translation_eq_sum T g, map_sum]
  simp only [map_smul, smul_eq_mul, weight]

/-- The unfolding weights of a unit state are non-negative and sum to one. -/
theorem weight_distribution (ψ : n → ℂ) (hψ : star ψ ⬝ᵥ ψ = 1) :
    (∀ χ, 0 ≤ weight T ψ χ) ∧ ∑ χ : AddChar G ℂ, weight T ψ χ = 1 := by
  constructor
  · intro χ
    obtain ⟨hH, hI⟩ := blochProj_orthogonal_projector T χ
    -- the weight is the squared norm of the projected state
    have e : star (blochProj T χ *ᵥ ψ) ⬝ᵥ (blochProj T χ *ᵥ ψ) = weight T ψ χ := by
      rw [Matrix.star_mulVec, ← Matrix.dotProduct_mulVec, hH, Matrix.mulVec_mulVec, hI]
      rfl
    rw [← e]
    exact dotProduct_star_self_nonneg _
  · simp only [weight]
    rw [← map_sum, sum_blochProj]
    change star ψ ⬝ᵥ ((1 : Matrix n n ℂ) *ᵥ ψ) = 1
    rw [Matrix.one_mulVec, hψ]

/-- Summed over an orthonormal basis of supercell states, the weights at `χ` give the
rank of `P_χ`. -/
theorem sum_weight_basis (χ : AddChar G ℂ) (ψ : n → n → ℂ)
    (hψ : ∀ i j, star (ψ i) ⬝ᵥ ψ j = if i = j then 1 else 0) :
    ∑ i, weight T (ψ i) χ = ((blochProj T χ).rank : ℂ) := by
  obtain ⟨-, hI⟩ := blochProj_orthogonal_projector T χ
  -- the basis states are the columns of a unitary matrix
  let U : Matrix n n ℂ := Matrix.of fun a i => ψ i a
  have hU : Uᴴ * U = 1 := by
    ext i j
    rw [Matrix.one_apply, ← hψ i j]
    rfl
  have hsum : ∑ i, weight T (ψ i) χ = Matrix.trace (Uᴴ * (blochProj T χ * U)) :=
    Finset.sum_congr rfl fun i _ => rfl
  rw [hsum, Matrix.trace_mul_comm, mul_assoc, mul_eq_one_comm.1 hU, mul_one]
  -- the trace of a projector is the dimension of its range
  have hp : LinearMap.IsProj (LinearMap.range (blochProj T χ).mulVecLin)
      (blochProj T χ).mulVecLin := by
    refine ⟨fun x => ⟨x, rfl⟩, ?_⟩
    rintro _ ⟨y, rfl⟩
    simp only [Matrix.mulVecLin_apply, Matrix.mulVec_mulVec, hI]
  have ht := hp.trace
  rw [LinearMap.trace_eq_matrix_trace ℂ (Pi.basisFun ℂ n), LinearMap.toMatrix_eq_toMatrix',
    ← Matrix.toLin'_apply', LinearMap.toMatrix'_toLin'] at ht
  exact ht

/-- A unit state has weight one at `χ` exactly when every translation `g` multiplies it
by the phase `χ g`. -/
theorem weight_eq_one_iff (χ : AddChar G ℂ) (ψ : n → ℂ) (hψ : star ψ ⬝ᵥ ψ = 1) :
    weight T ψ χ = 1 ↔ ∀ g, translation T g *ᵥ ψ = χ g • ψ := by
  constructor
  · intro hw
    obtain ⟨hH, hI⟩ := blochProj_orthogonal_projector T χ
    have a : star (blochProj T χ *ᵥ ψ) ⬝ᵥ ψ = 1 := by
      rw [Matrix.star_mulVec, ← Matrix.dotProduct_mulVec, hH]
      exact hw
    have b : star (blochProj T χ *ᵥ ψ) ⬝ᵥ (blochProj T χ *ᵥ ψ) = 1 := by
      rw [Matrix.star_mulVec, ← Matrix.dotProduct_mulVec, hH, Matrix.mulVec_mulVec, hI]
      exact hw
    have c : star ψ ⬝ᵥ (blochProj T χ *ᵥ ψ) = 1 := hw
    -- the part of the state outside the range of the projector has zero norm
    have hz : star (ψ - blochProj T χ *ᵥ ψ) ⬝ᵥ (ψ - blochProj T χ *ᵥ ψ) = 0 := by
      rw [star_sub, sub_dotProduct, dotProduct_sub, dotProduct_sub, a, b, c, hψ]
      norm_num
    have e : ψ = blochProj T χ *ᵥ ψ := sub_eq_zero.1 (dotProduct_star_self_eq_zero.1 hz)
    intro g
    calc translation T g *ᵥ ψ = translation T g *ᵥ (blochProj T χ *ᵥ ψ) := by rw [← e]
      _ = (χ g • blochProj T χ) *ᵥ ψ := by
        rw [Matrix.mulVec_mulVec, translation_mul_blochProj]
      _ = χ g • ψ := by rw [Matrix.smul_mulVec, ← e]
  · intro h
    -- every term of the group average contributes one
    have s : ∀ g, conj (χ g) • expectation ψ (translation T g) = 1 := by
      intro g
      change conj (χ g) • (star ψ ⬝ᵥ (translation T g *ᵥ ψ)) = 1
      rw [h g, dotProduct_smul, hψ, smul_eq_mul, smul_eq_mul, mul_one,
        ← AddChar.map_neg_eq_conj, ← AddChar.map_add_eq_mul, neg_add_cancel,
        AddChar.map_zero_eq_one]
    simp only [weight, blochProj, map_smul, map_sum, s, Finset.sum_const, Finset.card_univ,
      nsmul_eq_mul, mul_one, smul_eq_mul]
    exact inv_mul_cancel₀ (Nat.cast_ne_zero.2 Fintype.card_ne_zero)

end

end BandUnfolding
```

```lean
#print axioms BandUnfolding.autocorrelation_eq_sum
#print axioms BandUnfolding.weight_distribution
#print axioms BandUnfolding.sum_weight_basis
#print axioms BandUnfolding.weight_eq_one_iff
```

```
'BandUnfolding.autocorrelation_eq_sum' depends on axioms: [propext, Classical.choice, Quot.sound]
'BandUnfolding.weight_distribution' depends on axioms: [propext, Classical.choice, Quot.sound]
'BandUnfolding.sum_weight_basis' depends on axioms: [propext, Classical.choice, Quot.sound]
'BandUnfolding.weight_eq_one_iff' depends on axioms: [propext, Classical.choice, Quot.sound]
```

## Reindexing, linearity and the trace

`translation_add` and `translation_conjTranspose` supply the composition law and \(T(g)^\dagger=T(-g)\). In `translation_mul_blochProj`, `Fintype.sum_equiv (Equiv.addLeft h)` is the change of summation variable from \(g\) to \(h+g\). The projector theorem first proves \(P_\chi^\dagger P_\chi=P_\chi\), as above, and reads off both properties.

In `translation_eq_sum`, the step `key` is the character sum, taken from Mathlib's `AddChar.sum_apply_eq_ite`; `Finset.sum_comm` exchanges the sums over \(\chi\) and \(h\). Because `expectation ψ` is defined as a linear map in the matrix, `map_sum` carries matrix identities over to expectation values.

For the rank, `Matrix.trace_mul_comm` is the cyclic step. The proof then shows that \(P_\chi\) fixes its range, and `hp.trace` identifies its trace with the dimension of that range. In `weight_eq_one_iff`, `a`, `b` and `c` evaluate the three inner products that contain \(P_\chi\psi\) in the expansion of \(\|\psi-P_\chi\psi\|^2\), and `hz` combines them with \(\langle\psi,\psi\rangle=1\) to give zero.

## Weights defined as squared norms

The weight could also have been defined as the real number \(\|P_\chi\psi\|^2\). Non-negativity would then be immediate, but the weight would no longer be linear in \(P_\chi\) by definition, and the sum rule would need hermiticity and idempotence before completeness could be applied.
